# Finite-n energy-gap law for the Franck-Condon factor, with a logarithmic deficit of at most 1 + log n

For n ≥ 1 vibrational quanta and a Huang-Rhys factor S > 0, the Franck-Condon factor is defined here by the formula exp(-S) Sⁿ / n!; it is not derived from a vibrational Hamiltonian. The failing declaration, `log_franckCondon_bounds`, states that the logarithm of this factor is at most -S - n(log(n/S) - 1) and falls below that value by no more than 1 + log n. The attempt takes two-sided bounds on log n! from an earlier lemma, expands the logarithms of the quotients, product, exponential and power, and leaves the two resulting inequalities to `linarith`.

An attempt in Lean 4 with a fault in it:

```lean
import Mathlib

open Filter Topology

namespace EnergyGapLaw

noncomputable section

/-- The Franck-Condon factor `exp(-S) S^n / n!` for `n` vibrational quanta at
Huang-Rhys factor `S`. -/
def franckCondon (S : ℝ) (n : ℕ) : ℝ :=
  Real.exp (-S) * S ^ n / (n.factorial : ℝ)

/-- The energy-gap exponent per quantum, `log(n/S) - 1`. -/
def gapExponent (S : ℝ) (n : ℕ) : ℝ := Real.log (n / S) - 1

/-- Two-sided Stirling-type bounds on `log n!` for every `n ≥ 1`. -/
theorem log_factorial_bounds {n : ℕ} (hn : 1 ≤ n) :
    n * Real.log n - n ≤ Real.log (n.factorial : ℝ) ∧
      Real.log (n.factorial : ℝ) ≤ (n + 1) * Real.log n - n + 1 := by
  induction n, hn using Nat.le_induction with
  | base => simp
  | succ n hn ih =>
    have h0 : (0 : ℝ) < n := by exact_mod_cast hn
    have h1 : (0 : ℝ) < (n : ℝ) + 1 := by positivity
    -- both bounds follow from log x ≤ x - 1 at the two ratios of neighbouring integers
    have a := Real.log_le_sub_one_of_pos (div_pos h1 h0)
    have b := Real.log_le_sub_one_of_pos (div_pos h0 h1)
    rw [Real.log_div h1.ne' h0.ne'] at a
    rw [Real.log_div h0.ne' h1.ne'] at b
    have a' := mul_le_mul_of_nonneg_left a h0.le
    have b' := mul_le_mul_of_nonneg_left b h1.le
    have ea : (n : ℝ) * (((n : ℝ) + 1) / n - 1) = 1 := by
      field_simp
      try ring
    have eb : ((n : ℝ) + 1) * ((n : ℝ) / (n + 1) - 1) = -1 := by
      field_simp
      try ring
    rw [ea] at a'
    rw [eb] at b'
    rw [Nat.factorial_succ, Nat.cast_mul, Real.log_mul (by positivity) (by positivity)]
    push_cast
    constructor
    · linarith [ih.1]
    · linarith [ih.2]

/-- Energy-gap law at finite `n`: the logarithm of the Franck-Condon factor equals
`-S - n (log(n/S) - 1)` up to a deficit of at most `1 + log n`. -/
theorem log_franckCondon_bounds {S : ℝ} (hS : 0 < S) {n : ℕ} (hn : 1 ≤ n) :
    -S - n * gapExponent S n - (1 + Real.log n) ≤ Real.log (franckCondon S n) ∧
      Real.log (franckCondon S n) ≤ -S - n * gapExponent S n := by
  have h0 : (0 : ℝ) < n := by exact_mod_cast hn
  obtain ⟨h1, h2⟩ := log_factorial_bounds hn
  rw [franckCondon, gapExponent, Real.log_div (by positivity) (by positivity),
    Real.log_mul (by positivity) (by positivity), Real.log_exp, Real.log_pow,
    Real.log_div h0.ne' hS.ne']
  constructor <;> linarith

end

end EnergyGapLaw
```

The compiler's answer:

```
Main.lean:55:4: error: Tactic `rewrite` failed: Did not find an occurrence of the pattern
  Real.log (?m.74 * ?m.75)
in the target expression
  -S - ↑n * (Real.log ↑n - Real.log S - 1) - (1 + Real.log ↑n) ≤ Real.log (Real.exp (-S) * S ^ n / ↑n.factorial) ∧
    Real.log (Real.exp (-S) * S ^ n / ↑n.factorial) ≤ -S - ↑n * (Real.log ↑n - Real.log S - 1)

S : ℝ
hS : 0 < S
n : ℕ
hn : 1 ≤ n
h0 : 0 < ↑n
h1 : ↑n * Real.log ↑n - ↑n ≤ Real.log ↑n.factorial
h2 : Real.log ↑n.factorial ≤ (↑n + 1) * Real.log ↑n - ↑n + 1
⊢ -S - ↑n * (Real.log ↑n - Real.log S - 1) - (1 + Real.log ↑n) ≤ Real.log (Real.exp (-S) * S ^ n / ↑n.factorial) ∧
    Real.log (Real.exp (-S) * S ^ n / ↑n.factorial) ≤ -S - ↑n * (Real.log ↑n - Real.log S - 1)
```

The message says that `Real.log_mul` found no logarithm of a product to rewrite. The step before it is the cause. `Real.log_div (by positivity) (by positivity)` does not say which quotient it is for, and once the definitions are unfolded the goal holds two kinds: n/S from `gapExponent`, and the Franck-Condon quotient. The printed goal shows that the rewrite took the first, which now reads `Real.log ↑n - Real.log S`, while the Franck-Condon factor is still the logarithm of a quotient, with its product shut inside the numerator.

The repair moves `Real.log_div h0.ne' hS.ne'` to the front. Its arguments are proofs that n and S are nonzero, so they fix the quotient as n/S. The general `Real.log_div` then has only the Franck-Condon quotient left to match, and splitting it exposes the logarithm of the product that `Real.log_mul` needs. `Real.log_exp` and `Real.log_pow` follow as before. The rewrites themselves are unchanged; only their order differs.

After these edits no error is left:

```diff
@@ -52,7 +52,7 @@
   have h0 : (0 : ℝ) < n := by exact_mod_cast hn
   obtain ⟨h1, h2⟩ := log_factorial_bounds hn
-  rw [franckCondon, gapExponent, Real.log_div (by positivity) (by positivity),
-    Real.log_mul (by positivity) (by positivity), Real.log_exp, Real.log_pow,
-    Real.log_div h0.ne' hS.ne']
+  rw [franckCondon, gapExponent, Real.log_div h0.ne' hS.ne',
+    Real.log_div (by positivity) (by positivity),
+    Real.log_mul (by positivity) (by positivity), Real.log_exp, Real.log_pow]
   constructor <;> linarith
 
```
